# Condition number of a basis with equal, non-negative overlaps

Take two real normalised basis functions $\chi_1,\chi_2$ with overlap $s$, where $0\le s<1$. Their overlap matrix has unit eigenvectors $(1,1)/\sqrt2$ and $(1,-1)/\sqrt2$, with eigenvalues $1+s$ and $1-s$. The second eigenvalue is the squared norm of $(\chi_1-\chi_2)/\sqrt2$, which vanishes as the functions coincide. The problems below treat $n$ functions with one common overlap.

```lean
import Mathlib

open Matrix

namespace EqualOverlapBasis

noncomputable section
```

Let $S$ be the real $n\times n$ matrix with diagonal entries 1 and all other entries $s$. It is specified directly: no functions or integrals are constructed. In Lean, `Fin n` labels the functions.

```lean
/-- Overlap matrix of `n` normalised basis functions whose pairwise overlaps all equal `s`. -/
def equalOverlap (n : ℕ) (s : ℝ) : Matrix (Fin n) (Fin n) ℝ :=
  Matrix.of fun i j => if i = j then 1 else s
```

A candidate inverse $B$, to be tested in (d), has the same two-value shape.

```lean
/-- The matrix with one diagonal and one off-diagonal value that serves as inverse overlap
matrix; its domain is `s ≠ 1` and `1 + (n - 1) s ≠ 0`. -/
def equalOverlapInv (n : ℕ) (s : ℝ) : Matrix (Fin n) (Fin n) ℝ :=
  Matrix.of fun i j =>
    if i = j then (1 + ((n : ℝ) - 2) * s) / ((1 - s) * (1 + ((n : ℝ) - 1) * s))
    else -s / ((1 - s) * (1 + ((n : ℝ) - 1) * s))
```

Write $|x|^2=\sum_i x_i^2$ for a coefficient vector $x$. The spectral norm $\|A\|$ is the operator norm for this Euclidean length.

```lean
/-- Spectral norm: the operator norm of a matrix acting on Euclidean space. -/
def specNorm {n : ℕ} (A : Matrix (Fin n) (Fin n) ℝ) : ℝ :=
  ‖Matrix.toEuclideanCLM (𝕜 := ℝ) (n := Fin n) A‖
```

The condition number is $\operatorname{cond}(A)=\|A\|\,\|A^{-1}\|$ for invertible $A$, so its link to eigenvalues has to be proved.

```lean
/-- Spectral condition number of an invertible matrix: the spectral norm of the matrix times
that of its inverse. -/
def condNumber {n : ℕ} (A : Matrix (Fin n) (Fin n) ℝ) : ℝ :=
  specNorm A * specNorm A⁻¹
```

## (a) Action on coefficients

Show that, with $T=\sum_j x_j$,
$$(Sx)_i=(1-s)x_i+sT.$$

**Solution.** Write $S_{ij}=(1-s)\delta_{ij}+s$, multiply by $x_j$ and sum over $j$. In Lean, `h` checks this splitting on and off the diagonal.

```lean
/-- The overlap matrix scales each coefficient by `1 - s` and adds `s` times the sum of all
coefficients. -/
theorem equalOverlap_mulVec {n : ℕ} (s : ℝ) (x : Fin n → ℝ) (i : Fin n) :
    (equalOverlap n s *ᵥ x) i = (1 - s) * x i + s * ∑ j, x j := by
  have h : ∀ j, equalOverlap n s i j * x j
      = (if i = j then (1 - s) * x j else 0) + s * x j := by
    intro j
    simp only [equalOverlap, Matrix.of_apply]
    split_ifs <;> ring
  change ∑ j, equalOverlap n s i j * x j = _
  rw [Finset.sum_congr rfl (fun j _ => h j), Finset.sum_add_distrib, Finset.sum_ite_eq,
    ← Finset.mul_sum]
  simp
```

## (b) Length of the image

Show that
$$|Sx|^2=(1-s)^2|x|^2+kT^2,\qquad k=s\bigl(2(1-s)+ns\bigr).$$

**Solution.** Square (a) and sum over $i$. The cross term gives $2(1-s)sT^2$ and the constant term $ns^2T^2$. Lean expands the square for an arbitrary number `T` before inserting the coefficient sum.

```lean
/-- Squared length of the image of a coefficient vector under the overlap matrix. -/
theorem sum_sq_mulVec {n : ℕ} (s : ℝ) (x : Fin n → ℝ) :
    ∑ i, (equalOverlap n s *ᵥ x) i ^ 2
      = (1 - s) ^ 2 * ∑ i, x i ^ 2 + s * (2 * (1 - s) + n * s) * (∑ i, x i) ^ 2 := by
  have h : ∀ T : ℝ, ∑ i, ((1 - s) * x i + s * T) ^ 2
      = (1 - s) ^ 2 * ∑ i, x i ^ 2 + 2 * (1 - s) * s * T * ∑ i, x i + n * (s * T) ^ 2 := by
    intro T
    have e : ∀ i, ((1 - s) * x i + s * T) ^ 2
        = (1 - s) ^ 2 * x i ^ 2 + 2 * (1 - s) * s * T * x i + (s * T) ^ 2 := by
      intro i
      ring
    rw [Finset.sum_congr rfl (fun i _ => e i), Finset.sum_add_distrib, Finset.sum_add_distrib,
      ← Finset.mul_sum, ← Finset.mul_sum, Finset.sum_const, Finset.card_univ, Fintype.card_fin,
      nsmul_eq_mul]
  simp only [equalOverlap_mulVec]
  rw [h]
  ring
```

## (c) Eigenvalues

For $n\ge2$ and every real $s$, show that the real eigenvalues are exactly
$$\mu=1-s\quad\text{and}\quad\mu=1+(n-1)s.$$

**Solution.** An eigenvector satisfies $(1-s)x_i+sT=\mu x_i$. If $T=0$, a component $x_i\ne0$ gives $\mu=1-s$. If $T\ne0$, summing over $i$ gives $(1-s+ns)T=\mu T$, hence the second value.

Both occur, by (a): for $a\ne b$, $(e_a-e_b)/\sqrt2$ has $T=0$, so $S$ multiplies it by $1-s$; $(1,\dots,1)/\sqrt n$ has $T=nx_i$ for every $i$, so $S$ multiplies it by $1-s+ns$. Lean uses these vectors without the normalising factors, and `by_cases` makes the split on $T$.

```lean
/-- For at least two functions, the eigenvalues of the overlap matrix are exactly `1 - s` and
`1 + (n - 1) s`. -/
theorem eigenvalue_iff {n : ℕ} (hn : 2 ≤ n) (s μ : ℝ) :
    (∃ x : Fin n → ℝ, x ≠ 0 ∧ equalOverlap n s *ᵥ x = μ • x) ↔
      μ = 1 - s ∨ μ = 1 + ((n : ℝ) - 1) * s := by
  constructor
  · rintro ⟨x, hx, h⟩
    have hi : ∀ i, (1 - s) * x i + s * ∑ j, x j = μ * x i := by
      intro i
      have h1 := congrFun h i
      rw [equalOverlap_mulVec, Pi.smul_apply, smul_eq_mul] at h1
      exact h1
    by_cases hT : ∑ j, x j = 0
    · left
      obtain ⟨i, hxi⟩ := Function.ne_iff.mp hx
      have h1 := hi i
      rw [hT] at h1
      exact mul_right_cancel₀ (b := x i) hxi (by linarith)
    · -- summing the eigenvalue equation over all components
      right
      have hs : ∑ i, ((1 - s) * x i + s * ∑ j, x j) = ∑ i, μ * x i :=
        Finset.sum_congr rfl (fun i _ => hi i)
      simp only [Finset.sum_add_distrib, ← Finset.mul_sum, Finset.sum_const, Finset.card_univ,
        Fintype.card_fin, nsmul_eq_mul] at hs
      apply mul_right_cancel₀ hT
      linear_combination (-1 : ℝ) * hs
  · rintro (rfl | rfl)
    · -- the difference of two basis functions
      obtain ⟨a, b, hab⟩ : ∃ a b : Fin n, a ≠ b :=
        ⟨⟨0, by omega⟩, ⟨1, by omega⟩, by simp [Fin.ext_iff]⟩
      refine ⟨Pi.single a 1 - Pi.single b 1, fun h0 => ?_, ?_⟩
      · have h1 := congrFun h0 a
        simp [hab] at h1
      · ext i
        have h0 : ∑ j, (Pi.single a 1 - Pi.single b 1 : Fin n → ℝ) j = 0 := by
          simp [Pi.single_apply, Finset.sum_sub_distrib]
        rw [equalOverlap_mulVec, h0, Pi.smul_apply, smul_eq_mul]
        ring
    · -- the sum of all basis functions
      refine ⟨fun _ => 1, fun h0 => ?_, ?_⟩
      · have h1 := congrFun h0 ⟨0, by omega⟩
        simp at h1
      · ext i
        rw [equalOverlap_mulVec]
        simp only [Pi.smul_apply, smul_eq_mul, Finset.sum_const, Finset.card_univ,
          Fintype.card_fin, nsmul_eq_mul]
        ring
```

## (d) Explicit inverse

Let $D=(1-s)(1+(n-1)s)\ne0$. Show that $SB=1$ for
$$B_{ii}=\frac{1+(n-2)s}{D},\qquad B_{ij}=-\frac sD\quad(i\ne j).$$

**Solution.** Put $b=-s/D$. The diagonal exceeds the off-diagonal value by $1/(1-s)$, so $B_{ij}=\delta_{ij}/(1-s)+b$. Applying (a) to column $j$ gives
$$(SB)_{ij}=\delta_{ij}+(1-s)b+s\left(\frac1{1-s}+nb\right)=\delta_{ij},$$
because $(1+(n-1)s)\,b=-s/(1-s)$. The steps `hB` and `key` are the column formula and this cancellation.

```lean
/-- Away from `s = 1` and `1 + (n - 1) s = 0`, the explicit matrix `equalOverlapInv` inverts
the overlap matrix. -/
theorem equalOverlap_mul_inv {n : ℕ} {s : ℝ} (h1 : 1 - s ≠ 0)
    (h2 : 1 + ((n : ℝ) - 1) * s ≠ 0) :
    equalOverlap n s * equalOverlapInv n s = 1 := by
  have hf : 1 / (1 - s)
      = (1 + ((n : ℝ) - 1) * s) / ((1 - s) * (1 + ((n : ℝ) - 1) * s)) := by
    rw [div_eq_div_iff h1 (mul_ne_zero h1 h2)]
    ring
  have key : (1 - s) * (-s / ((1 - s) * (1 + ((n : ℝ) - 1) * s)))
      + s * (1 / (1 - s) + n * (-s / ((1 - s) * (1 + ((n : ℝ) - 1) * s)))) = 0 := by
    rw [hf]
    ring
  ext i j
  have hB : ∀ k, equalOverlapInv n s k j = (if k = j then 1 / (1 - s) else 0)
      + -s / ((1 - s) * (1 + ((n : ℝ) - 1) * s)) := by
    intro k
    simp only [equalOverlapInv, Matrix.of_apply]
    split_ifs
    · rw [hf]
      ring
    · ring
  change (equalOverlap n s *ᵥ fun k => equalOverlapInv n s k j) i = _
  rw [equalOverlap_mulVec]
  simp only [hB, Finset.sum_add_distrib, Finset.sum_ite_eq', Finset.mem_univ, if_true,
    Finset.sum_const, Finset.card_univ, Fintype.card_fin, nsmul_eq_mul, Matrix.one_apply]
  split_ifs
  · linear_combination key + mul_one_div_cancel h1
  · linear_combination key
```

## (e) Upper bound on a norm

Let $M\ge0$ and $|Ax|^2\le M^2|x|^2$ for all $x$. Show that $\|A\|\le M$.

**Solution.** Take square roots: $|Ax|\le M|x|$, and $\|A\|$ is the least such factor. Lean translates the sums of squares into Euclidean norms.

```lean
/-- A matrix that stretches no vector by more than a factor `M` has spectral norm at most `M`. -/
theorem specNorm_le {n : ℕ} (A : Matrix (Fin n) (Fin n) ℝ) {M : ℝ} (hM : 0 ≤ M)
    (h : ∀ x : Fin n → ℝ, ∑ i, (A *ᵥ x) i ^ 2 ≤ M ^ 2 * ∑ i, x i ^ 2) : specNorm A ≤ M := by
  refine ContinuousLinearMap.opNorm_le_bound _ hM fun x => ?_
  have e := EuclideanSpace.norm_sq_eq (Matrix.toEuclideanCLM (𝕜 := ℝ) (n := Fin n) A x)
  have ex := EuclideanSpace.norm_sq_eq x
  simp only [Real.norm_eq_abs, sq_abs] at e ex
  refine (sq_le_sq₀ (norm_nonneg _) (mul_nonneg hM (norm_nonneg _))).mp ?_
  rw [mul_pow, e, ex]
  exact h x.ofLp
```

## (f) Lower bound from an eigenvector

If $Ax=\mu x$ with $x\ne0$, show that $|\mu|\le\|A\|$.

**Solution.** Divide $|\mu||x|=|Ax|\le\|A\||x|$ by $|x|>0$.

```lean
/-- The modulus of every real eigenvalue is at most the spectral norm. -/
theorem abs_le_specNorm {n : ℕ} {A : Matrix (Fin n) (Fin n) ℝ} {μ : ℝ} {x : Fin n → ℝ}
    (hx : x ≠ 0) (h : A *ᵥ x = μ • x) : |μ| ≤ specNorm A := by
  have hb := ContinuousLinearMap.le_opNorm
    (Matrix.toEuclideanCLM (𝕜 := ℝ) (n := Fin n) A) (WithLp.toLp 2 x)
  have e : Matrix.toEuclideanCLM (𝕜 := ℝ) (n := Fin n) A (WithLp.toLp 2 x)
      = μ • WithLp.toLp 2 x := congrArg (WithLp.toLp 2) h
  have hpos : 0 < ‖WithLp.toLp 2 x‖ :=
    norm_pos_iff.mpr (fun h0 => hx (congrArg WithLp.ofLp h0))
  rw [e, norm_smul, Real.norm_eq_abs] at hb
  exact le_of_mul_le_mul_right hb hpos
```

## (g) Norm of the overlap matrix

For $n\ge2$ and $s\ge0$, show that
$$\|S\|=1+(n-1)s.$$

**Solution.** Here $k=s(2+(n-2)s)\ge0$, and Cauchy–Schwarz gives $T^2\le n|x|^2$. By (b),
$$|Sx|^2\le\bigl((1-s)^2+nk\bigr)|x|^2=(1+(n-1)s)^2|x|^2.$$
Then (e) bounds the norm above, and (c) with (f) bounds it below. `le_antisymm` joins the two bounds.

```lean
/-- For at least two functions and non-negative `s`, the spectral norm of the overlap matrix is `1 +
(n - 1) s`. -/
theorem specNorm_equalOverlap {n : ℕ} (hn : 2 ≤ n) {s : ℝ} (hs : 0 ≤ s) :
    specNorm (equalOverlap n s) = 1 + ((n : ℝ) - 1) * s := by
  have hn' : (2 : ℝ) ≤ n := by exact_mod_cast hn
  have hk : 0 ≤ s * (2 * (1 - s) + n * s) :=
    mul_nonneg hs (by nlinarith [mul_nonneg hs (sub_nonneg.2 hn')])
  apply le_antisymm
  · refine specNorm_le _ (by nlinarith [mul_nonneg hs (sub_nonneg.2 hn')]) fun x => ?_
    -- Cauchy-Schwarz for the sum of the coefficients
    have c : (∑ i, x i) ^ 2 ≤ (n : ℝ) * ∑ i, x i ^ 2 := by
      simpa using sq_sum_le_card_mul_sum_sq (s := (Finset.univ : Finset (Fin n))) (f := x)
    rw [sum_sq_mulVec]
    nlinarith [mul_le_mul_of_nonneg_left c hk]
  · obtain ⟨x, hx, h⟩ := (eigenvalue_iff hn s _).mpr (Or.inr rfl)
    exact (le_abs_self _).trans (abs_le_specNorm hx h)
```

## (h) Norm of the inverse

For $n\ge2$ and $0\le s<1$, show that
$$\|S^{-1}\|=\frac1{1-s}.$$

**Solution.** Set $y=S^{-1}x$. Dropping the non-negative $k$ term in (b) gives $|x|^2\ge(1-s)^2|y|^2$, so (e) gives the upper bound. An eigenvector with $Sv=(1-s)v$ satisfies $S^{-1}v=v/(1-s)$, so (f) gives the lower one. Lean first replaces $S^{-1}$ by $B$, using (d).

```lean
/-- For at least two functions and `0 ≤ s < 1`, the spectral norm of the inverse overlap matrix is
`1 / (1 - s)`. -/
theorem specNorm_inv {n : ℕ} (hn : 2 ≤ n) {s : ℝ} (hs : 0 ≤ s) (hs1 : s < 1) :
    specNorm (equalOverlap n s)⁻¹ = 1 / (1 - s) := by
  have hn' : (2 : ℝ) ≤ n := by exact_mod_cast hn
  have h1 : 0 < 1 - s := by linarith
  have h2 : 0 < 1 + ((n : ℝ) - 1) * s := by nlinarith [mul_nonneg hs (sub_nonneg.2 hn')]
  have hk : 0 ≤ s * (2 * (1 - s) + n * s) :=
    mul_nonneg hs (by nlinarith [mul_nonneg hs (sub_nonneg.2 hn')])
  have hI := equalOverlap_mul_inv h1.ne' h2.ne'
  have hI' := mul_eq_one_comm.mp hI
  rw [Matrix.inv_eq_right_inv hI]
  apply le_antisymm
  · refine specNorm_le _ (one_div_pos.mpr h1).le fun x => ?_
    -- the overlap matrix shrinks no vector by more than the factor `1 - s`
    have e := sum_sq_mulVec s (equalOverlapInv n s *ᵥ x)
    rw [Matrix.mulVec_mulVec, hI, Matrix.one_mulVec] at e
    rw [div_pow, one_pow, one_div, inv_mul_eq_div, le_div_iff₀ (pow_pos h1 2)]
    nlinarith [mul_nonneg hk (sq_nonneg (∑ i, (equalOverlapInv n s *ᵥ x) i))]
  · obtain ⟨v, hv, h⟩ := (eigenvalue_iff hn s _).mpr (Or.inl rfl)
    have hb : (1 - s) • (equalOverlapInv n s *ᵥ v) = v := by
      rw [← Matrix.mulVec_smul, ← h, Matrix.mulVec_mulVec, hI', Matrix.one_mulVec]
    have hw : equalOverlapInv n s *ᵥ v = (1 / (1 - s)) • v := by
      calc equalOverlapInv n s *ᵥ v
          = (1 / (1 - s)) • ((1 - s) • (equalOverlapInv n s *ᵥ v)) := by
            rw [smul_smul, one_div_mul_cancel h1.ne', one_smul]
        _ = (1 / (1 - s)) • v := by rw [hb]
    exact (le_abs_self _).trans (abs_le_specNorm hv hw)
```

## (i) Condition number

Under the same conditions, show that
$$\operatorname{cond}(S)=\frac{1+(n-1)s}{1-s}.$$

**Solution.** Multiply (g) and (h). Orthonormal functions, $s=0$, give 1; as $s\to1$ the value diverges. This divergence reflects near linear dependence, since the smallest eigenvalue $1-s$ tends to 0. At fixed $s>0$ the value also grows with $n$, but through the largest eigenvalue; the smallest stays at $1-s$.

```lean
/-- The spectral condition number of an equal-overlap basis of at least two functions with
`0 ≤ s < 1` is `(1 + (n - 1) s) / (1 - s)`. -/
theorem condNumber_equalOverlap {n : ℕ} (hn : 2 ≤ n) {s : ℝ} (hs : 0 ≤ s) (hs1 : s < 1) :
    condNumber (equalOverlap n s) = (1 + ((n : ℝ) - 1) * s) / (1 - s) := by
  rw [condNumber, specNorm_equalOverlap hn hs, specNorm_inv hn hs hs1, mul_one_div]
```

## (j) Largest admissible overlap

Under the same conditions, for a tolerance $\kappa>0$, show that
$$\operatorname{cond}(S)\le\kappa\iff s\le\frac{\kappa-1}{\kappa+n-1}.$$

**Solution.** Since $1-s>0$, the left side means $1+(n-1)s\le\kappa(1-s)$, or $(\kappa+n-1)s\le\kappa-1$. Divide by $\kappa+n-1>0$. Lean clears both denominators and compares the results. At $\kappa=1$ only $s=0$ qualifies.

```lean
/-- For at least two functions with common overlap `0 ≤ s < 1`, the condition number stays within a
positive tolerance `κ` exactly when that overlap is at most `(κ - 1) / (κ + n - 1)`. -/
theorem condNumber_le_iff {n : ℕ} (hn : 2 ≤ n) {s κ : ℝ} (hs : 0 ≤ s) (hs1 : s < 1)
    (hκ : 0 < κ) :
    condNumber (equalOverlap n s) ≤ κ ↔ s ≤ (κ - 1) / (κ + n - 1) := by
  have hn' : (2 : ℝ) ≤ n := by exact_mod_cast hn
  have h1 : 0 < 1 - s := by linarith
  have h2 : 0 < κ + n - 1 := by linarith
  rw [condNumber_equalOverlap hn hs hs1, div_le_iff₀ h1, le_div_iff₀ h2]
  constructor <;> intro h <;> nlinarith

end

end EqualOverlapBasis
```

```lean
#print axioms EqualOverlapBasis.condNumber_equalOverlap
-- 'EqualOverlapBasis.condNumber_equalOverlap' depends on axioms: [propext, Classical.choice, Quot.sound]
#print axioms EqualOverlapBasis.condNumber_le_iff
-- 'EqualOverlapBasis.condNumber_le_iff' depends on axioms: [propext, Classical.choice, Quot.sound]
```
